# Pair probabilities of a binary alloy that no distribution on a triangle reproduces

In a binary alloy, let two sites carry the same species with total probability `e`, shared equally between the two like pairs, while the two unlike pairs share `1 - e` equally. For `0 < e < 1/3`, the theorem `frustrated_triangle` states that these pair weights are positive, sum to one and have equal one-site marginals, yet no probability distribution on the eight configurations of a triangle has them as its marginals on all three pairs. The attempt supposes that such a distribution exists and computes the probability of equal species on each pair as `e`. Since any configuration of two species on three sites has at least one equal pair, the three probabilities must sum to at least one, which contradicts `3e < 1`.

The failing Lean file:

```lean
import Mathlib

open Finset

namespace FrustratedTriangle

section Gluing

variable {α β γ : Type*} [Fintype α]

/-- A probability distribution on a finite set: non-negative weights with sum one. -/
def IsDistribution (P : α → ℝ) : Prop := (∀ a, 0 ≤ P a) ∧ ∑ a, P a = 1

open Classical in
/-- The marginal of the weight `P` under the map `f`: the total weight of all `a` with
`f a = b`. -/
noncomputable def marginal (f : α → β) (P : α → ℝ) (b : β) : ℝ :=
  ∑ a, if f a = b then P a else 0

/-- The average of an observable that depends only on `f a` can be computed from the marginal. -/
theorem sum_marginal_mul [Fintype β] (f : α → β) (P : α → ℝ) (h : β → ℝ) :
    ∑ b, marginal f P b * h b = ∑ a, P a * h (f a) := by
  classical
  simp only [marginal, Finset.sum_mul]
  rw [Finset.sum_comm]
  refine Finset.sum_congr rfl fun a _ => ?_
  rw [Finset.sum_eq_single (f a)]
  · simp
  · intro b _ hb
    simp [Ne.symm hb]
  · simp

end Gluing

/-- Pair weights of a binary alloy in which the two sites carry equal species with total
weight `e`. -/
noncomputable def pairWeight (e : ℝ) (x : Bool × Bool) : ℝ :=
  if x.1 = x.2 then e / 2 else (1 - e) / 2

/-- For `0 < e < 1/3` the pair weights are positive, normalised and have equal one-site marginals,
yet no joint distribution on a triangle has them on all three pairs. -/
theorem frustrated_triangle {e : ℝ} (h0 : 0 < e) (he : e < 1 / 3) :
    (∀ x, 0 < pairWeight e x) ∧ ∑ x, pairWeight e x = 1 ∧
      marginal Prod.fst (pairWeight e) = marginal Prod.snd (pairWeight e) ∧
      ¬ ∃ P : (Fin 3 → Bool) → ℝ, IsDistribution P ∧
        ∀ i j, i ≠ j → marginal (fun σ => (σ i, σ j)) P = pairWeight e := by
  refine ⟨fun x => ?_, ?_, ?_, ?_⟩
  · unfold pairWeight
    split_ifs <;> linarith
  · simp [pairWeight, Fintype.sum_prod_type]
    ring
  · funext b
    cases b <;> simp [marginal, pairWeight, Fintype.sum_prod_type] <;> ring
  · rintro ⟨P, hP, hm⟩
    have eq : ∀ i j : Fin 3, i ≠ j →
        ∑ σ, P σ * (if σ i = σ j then (1 : ℝ) else 0) = e := by
      intro i j hij
      have h := sum_marginal_mul (fun σ : Fin 3 → Bool => (σ i, σ j)) P
        (fun x => if x.1 = x.2 then (1 : ℝ) else 0)
      rw [hm i j hij] at h
      refine h.symm.trans ?_
      simp [pairWeight, Fintype.sum_prod_type]
    -- two of the three sites always carry the same species
    have le : ∑ σ, P σ ≤ ∑ σ, (P σ * (if σ 0 = σ 1 then (1 : ℝ) else 0) +
        P σ * (if σ 1 = σ 2 then (1 : ℝ) else 0) +
        P σ * (if σ 0 = σ 2 then (1 : ℝ) else 0)) := by
      refine Finset.sum_le_sum fun σ _ => ?_
      have hσ := hP.1 σ
      cases a : σ 0 <;> cases b : σ 1 <;> cases c : σ 2 <;> simp <;> linarith
    rw [hP.2, Finset.sum_add_distrib, Finset.sum_add_distrib, eq 0 1 (by decide),
      eq 1 2 (by decide), eq 0 2 (by decide)] at le
    linarith

end FrustratedTriangle
```

Messages:

```
Main.lean:56:61: error: unsolved goals
e : ℝ
h0 : 0 < e
he : e < 1 / 3
P : (Fin 3 → Bool) → ℝ
hP : IsDistribution P
hm : ∀ (i j : Fin 3), i ≠ j → marginal (fun σ => (σ i, σ j)) P = pairWeight e
i j : Fin 3
hij : i ≠ j
h : (∑ b, pairWeight e b * if b.1 = b.2 then 1 else 0) = ∑ a, P a * if (a i, a j).1 = (a i, a j).2 then 1 else 0
⊢ 2 * (e / 2) = e
```

Diagnosis. The error lies in the auxiliary claim `eq`, that the probability of equal species on any pair of distinct sites is `e`. After `refine h.symm.trans ?_`, what remains is to evaluate the average of the equality indicator with the weights `pairWeight e`. The call to `simp` unfolds the weights and reduces the sum to the contribution of the two like pairs, but stops at `2 * (e / 2) = e`. This is true, but `simp` does not carry out the last cancellation, and no tactic follows it, so Lean reports an unsolved goal. The added `ring` proves this identity and completes `eq`.

The other change, removing `<;> ring` from the proof that the one-site marginals agree, is mere tidying. There `simp` already closes the goal for both values of `b`, so `ring` had nothing left to do, and the messages report no error at that step.

This version goes through:

```diff
@@ -51,5 +51,5 @@
     ring
   · funext b
-    cases b <;> simp [marginal, pairWeight, Fintype.sum_prod_type] <;> ring
+    cases b <;> simp [marginal, pairWeight, Fintype.sum_prod_type]
   · rintro ⟨P, hP, hm⟩
     have eq : ∀ i j : Fin 3, i ≠ j →
@@ -61,4 +61,5 @@
       refine h.symm.trans ?_
       simp [pairWeight, Fintype.sum_prod_type]
+      ring
     -- two of the three sites always carry the same species
     have le : ∑ σ, P σ ≤ ∑ σ, (P σ * (if σ 0 = σ 1 then (1 : ℝ) else 0) +
```
